# The Pulay term of a moving basis under a fixed symmetric operator

The operator $A$ is a linear map defined on all of a complex inner product space $E$, symmetric but not assumed bounded. $E$ need not be complete, so a differential operator may act on a space of smooth functions that it maps to itself. The price is an extra hypothesis: besides the basis vectors $v_i(s)$, the vectors $Av_i(s)$ must be differentiable at the point $t$ of interest. A space of smooth functions does not serve for s-type Gaussians in the Coulomb potential of a point nucleus, because multiplying by the potential makes a function that is non-zero at the nucleus singular there.

In Lean 4 with Mathlib:

```lean
import Mathlib

open scoped Matrix InnerProductSpace Topology

namespace PulayTerm

noncomputable section

variable {E : Type*} [NormedAddCommGroup E] [InnerProductSpace ℂ E] {n : Type*}
```

The index type `n` is finite wherever sums occur, and linear independence is not required. Inner products are conjugate-linear in the first slot. The matrices are $S_{ij}=\langle v_i,v_j\rangle$ and $H_{ij}=\langle v_i,Av_j\rangle$.

```lean
/-- The matrix of inner products `⟨a_i, b_j⟩` between two families of vectors. -/
def crossMat (a b : n → E) : Matrix n n ℂ := Matrix.of fun i j => ⟪a i, b j⟫_ℂ

/-- The overlap matrix `S_ij = ⟨v_i, v_j⟩`. -/
def overlap (v : n → E) : Matrix n n ℂ := crossMat v v

/-- The operator matrix `H_ij = ⟨v_i, A v_j⟩`. -/
def hamMat (A : E →ₗ[ℂ] E) (v : n → E) : Matrix n n ℂ := crossMat v fun j => A (v j)
```

For coefficients $c$ and real $e$, set $\psi=\sum_i c_iv_i$ and $\varphi=\sum_i c_iv_i'$, where `v'` holds the derivatives at $t$. The Pulay term is $2\,\mathrm{Re}\langle\varphi,(A-e)\psi\rangle$.

```lean
/-- The expansion `Σ_i c_i v_i`. -/
def expand [Fintype n] (c : n → ℂ) (v : n → E) : E := ∑ i, c i • v i

/-- The residual `(A - e) ψ` for a real number `e`. -/
def ritzResidual (A : E →ₗ[ℂ] E) (e : ℝ) (ψ : E) : E := A ψ - (e : ℂ) • ψ

/-- The Pulay term `2 Re ⟨Σ c_i v_i', (A - e) Σ c_i v_i⟩`. -/
def pulayTerm [Fintype n] (A : E →ₗ[ℂ] E) (e : ℝ) (c : n → ℂ) (v v' : n → E) : ℝ :=
  2 * (⟪expand c v', ritzResidual A e (expand c v)⟫_ℂ).re
```

It will be compared with $c^\dagger(H'-eS')c$, where the matrices are differentiated entry by entry and $c$ and $e$ are held fixed.

```lean
/-- The entrywise derivative of a matrix that depends on a real parameter. -/
def matDeriv (M : ℝ → Matrix n n ℂ) (t : ℝ) : Matrix n n ℂ :=
  Matrix.of fun i j => deriv (fun s => M s i j) t

/-- The quadratic form `cᴴ (H' - e S') c`, with `H'` and `S'` the derivatives at `t` of the
operator and overlap matrices of the moving basis `v`. -/
def derivForm [Fintype n] (A : E →ₗ[ℂ] E) (e : ℝ) (c : n → ℂ) (v : ℝ → n → E) (t : ℝ) : ℂ :=
  star c ⬝ᵥ ((matDeriv (fun s => hamMat A (v s)) t
    - (e : ℂ) • matDeriv (fun s => overlap (v s)) t) *ᵥ c)
```

For $M_{ij}=\langle a_i,b_j\rangle$, linearity gives $(Md)_i=\sum_j\langle a_i,b_j\rangle d_j=\langle a_i,\sum_j d_jb_j\rangle$.

```lean
/-- The matrix `⟨a_i, b_j⟩` applied to coefficients `d` has components `⟨a_i, Σ d_j b_j⟩`. -/
theorem crossMat_mulVec [Fintype n] (a b : n → E) (d : n → ℂ) (i : n) :
    (crossMat a b *ᵥ d) i = ⟪a i, expand d b⟫_ℂ := by
  simp only [crossMat, expand, Matrix.mulVec, dotProduct, Matrix.of_apply, inner_sum,
    inner_smul_right]
  exact Finset.sum_congr rfl fun j _ => mul_comm _ _
```

Multiplying by $\bar c_i$ and summing gives $c^\dagger Md=\langle\sum_i c_ia_i,\sum_j d_jb_j\rangle$.

```lean
/-- For `M_ij = ⟨a_i, b_j⟩` one has `cᴴ M d = ⟨Σ c_i a_i, Σ d_j b_j⟩`. -/
theorem crossMat_form [Fintype n] (a b : n → E) (c d : n → ℂ) :
    star c ⬝ᵥ (crossMat a b *ᵥ d) = ⟪expand c a, expand d b⟫_ℂ := by
  have h : expand c a = ∑ i, c i • a i := rfl
  rw [h, sum_inner]
  unfold dotProduct
  refine Finset.sum_congr rfl fun i _ => ?_
  simp only [inner_smul_left, crossMat_mulVec, Pi.star_apply, starRingEnd_apply]
```

Hence $(Hc-eSc)_i=\langle v_i,(A-e)\psi\rangle$. All these components vanish exactly when the residual is orthogonal to the span; `span_induction` extends the orthogonality from the $v_i$ to their combinations.

```lean
/-- The secular equation `H c = e S c` holds exactly when the residual `(A - e) ψ` of
`ψ = Σ c_i v_i` is orthogonal to every vector in the span of the basis. -/
theorem secular_iff [Fintype n] (A : E →ₗ[ℂ] E) (e : ℝ) (c : n → ℂ) (v : n → E) :
    hamMat A v *ᵥ c = (e : ℂ) • (overlap v *ᵥ c) ↔
      ∀ φ ∈ Submodule.span ℂ (Set.range v), ⟪φ, ritzResidual A e (expand c v)⟫_ℂ = 0 := by
  have hA : A (expand c v) = expand c fun i => A (v i) := by
    simp only [expand, map_sum, map_smul]
  -- row `i` of `H c - e S c` is the inner product of `v_i` with the residual
  have key : ∀ i, ⟪v i, ritzResidual A e (expand c v)⟫_ℂ
      = (hamMat A v *ᵥ c) i - (e : ℂ) * (overlap v *ᵥ c) i := by
    intro i
    simp only [hamMat, overlap, crossMat_mulVec, ritzResidual, inner_sub_right,
      inner_smul_right, hA]
  constructor
  · intro h φ hφ
    induction hφ using Submodule.span_induction with
    | mem x hx =>
      obtain ⟨i, rfl⟩ := hx
      rw [key, h, Pi.smul_apply, smul_eq_mul, sub_self]
    | zero => exact inner_zero_left _
    | add x y _ _ hx hy => rw [inner_add_left, hx, hy, add_zero]
    | smul r x _ hx => rw [inner_smul_left, hx, mul_zero]
  · intro h
    funext i
    have hi := h (v i) (Submodule.subset_span ⟨i, rfl⟩)
    rw [key] at hi
    rw [Pi.smul_apply, smul_eq_mul]
    exact sub_eq_zero.mp hi
```

Let $z=\langle\varphi,(A-e)\psi\rangle$. Since $A$ is symmetric and $e$ real, $\bar z=\langle\psi,A\varphi\rangle-e\langle\psi,\varphi\rangle$. Adding $z=\langle\varphi,A\psi\rangle-e\langle\varphi,\psi\rangle$ gives $2\,\mathrm{Re}\,z$.

```lean
/-- For symmetric `A` and real `e`,
`⟨ψ, Aφ⟩ + ⟨φ, Aψ⟩ - e (⟨ψ, φ⟩ + ⟨φ, ψ⟩) = 2 Re ⟨φ, (A - e) ψ⟩`. -/
theorem first_variation {A : E →ₗ[ℂ] E} (hA : A.IsSymmetric) (e : ℝ) (ψ φ : E) :
    ⟪ψ, A φ⟫_ℂ + ⟪φ, A ψ⟫_ℂ - (e : ℂ) * (⟪ψ, φ⟫_ℂ + ⟪φ, ψ⟫_ℂ)
      = ((2 * (⟪φ, ritzResidual A e ψ⟫_ℂ).re : ℝ) : ℂ) := by
  have h := Complex.add_conj ⟪φ, ritzResidual A e ψ⟫_ℂ
  have hs : ⟪A ψ, φ⟫_ℂ = ⟪ψ, A φ⟫_ℂ := hA ψ φ
  rw [inner_conj_symm] at h
  rw [← h]
  simp only [ritzResidual, inner_sub_left, inner_sub_right, inner_smul_left, inner_smul_right,
    Complex.conj_ofReal, hs]
  ring
```

When $u(s)$ and $Au(s)$ are both differentiable at $t$, symmetry identifies the derivative of $Au(s)$. For every $x$,
$$\langle x,(Au)'\rangle=\langle Ax,u\rangle'=\langle Ax,u'\rangle=\langle x,Au'\rangle,$$
so $(Au)'=Au'$.

```lean
variable [NormedSpace ℝ E]

/-- If `A` is symmetric, `u` has derivative `u'` at `t` and `s ↦ A u(s)` is differentiable at
`t`, then the derivative of `A u(s)` at `t` is `A u'`. -/
theorem hasDerivAt_apply {A : E →ₗ[ℂ] E} (hA : A.IsSymmetric) {u : ℝ → E} {u' : E} {t : ℝ}
    (hu : HasDerivAt u u' t) (hAu : DifferentiableAt ℝ (fun s => A (u s)) t) :
    HasDerivAt (fun s => A (u s)) (A u') t := by
  have hw := hAu.hasDerivAt
  have hkey : deriv (fun s => A (u s)) t = A u' := by
    refine ext_inner_left ℂ fun x => ?_
    -- differentiate `⟨x, A u(s)⟩ = ⟨A x, u(s)⟩` on both sides
    have h1 : HasDerivAt (fun s => ⟪x, A (u s)⟫_ℂ) ⟪x, deriv (fun s => A (u s)) t⟫_ℂ t := by
      have h := (hasDerivAt_const t x).inner ℂ hw
      simpa only [inner_zero_left, add_zero] using h
    have h2 : HasDerivAt (fun s => ⟪A x, u s⟫_ℂ) ⟪A x, u'⟫_ℂ t := by
      have h := (hasDerivAt_const t (A x)).inner ℂ hu
      simpa only [inner_zero_left, add_zero] using h
    have hfun : (fun s => ⟪x, A (u s)⟫_ℂ) = fun s => ⟪A x, u s⟫_ℂ :=
      funext fun s => (hA x (u s)).symm
    rw [hfun] at h1
    exact (h1.unique h2).trans (hA x u')
  rw [hkey] at hw
  exact hw
```

The product rule then gives $H'_{ij}=\langle v_i,Av_j'\rangle+\langle v_i',Av_j\rangle$ and $S'_{ij}=\langle v_i,v_j'\rangle+\langle v_i',v_j\rangle$.

```lean
/-- For symmetric `A`, `v_i(s)` with derivatives `v_i'` at `t` and `A v_i(s)` differentiable at `t`,
the entries of `H` and `S` are differentiable at `t`, with
`H'_ij = ⟨v_i, A v_j'⟩ + ⟨v_i', A v_j⟩` and `S'_ij = ⟨v_i, v_j'⟩ + ⟨v_i', v_j⟩`. -/
theorem hasDerivAt_matrices {A : E →ₗ[ℂ] E} {v : ℝ → n → E} {v' : n → E} {t : ℝ}
    (hA : A.IsSymmetric) (hv : ∀ i, HasDerivAt (fun s => v s i) (v' i) t)
    (hAv : ∀ i, DifferentiableAt ℝ (fun s => A (v s i)) t) (i j : n) :
    HasDerivAt (fun s => hamMat A (v s) i j) (⟪v t i, A (v' j)⟫_ℂ + ⟪v' i, A (v t j)⟫_ℂ) t ∧
      HasDerivAt (fun s => overlap (v s) i j) (⟪v t i, v' j⟫_ℂ + ⟪v' i, v t j⟫_ℂ) t := by
  have h1 := (hv i).inner ℂ (hasDerivAt_apply hA (hv j) (hAv j))
  have h2 := (hv i).inner ℂ (hv j)
  exact ⟨h1, h2⟩
```

Contracting with $c$ yields
$$c^\dagger H'c=\langle\psi,A\varphi\rangle+\langle\varphi,A\psi\rangle,\qquad c^\dagger S'c=\langle\psi,\varphi\rangle+\langle\varphi,\psi\rangle.$$
Subtracting $e$ times the second from the first gives $2\,\mathrm{Re}\,z$. The identity holds for any $c$ and real $e$, eigenpair or not.

```lean
/-- For symmetric `A`, differentiable `v_i(s)` and `A v_i(s)`, real `e` and any coefficients `c`,
`cᴴ (H' - e S') c = 2 Re ⟨Σ c_i v_i', (A - e) ψ⟩` with `ψ = Σ c_i v_i`. -/
theorem pulay_identity [Fintype n] {A : E →ₗ[ℂ] E} {v : ℝ → n → E} {v' : n → E} {t : ℝ}
    (hA : A.IsSymmetric) (hv : ∀ i, HasDerivAt (fun s => v s i) (v' i) t)
    (hAv : ∀ i, DifferentiableAt ℝ (fun s => A (v s i)) t) (e : ℝ) (c : n → ℂ) :
    derivForm A e c v t = (pulayTerm A e c (v t) v' : ℂ) := by
  have hH : matDeriv (fun s => hamMat A (v s)) t
      = crossMat (v t) (fun j => A (v' j)) + crossMat v' (fun j => A (v t j)) :=
    Matrix.ext fun i j => (hasDerivAt_matrices hA hv hAv i j).1.deriv
  have hS : matDeriv (fun s => overlap (v s)) t = crossMat (v t) v' + crossMat v' (v t) :=
    Matrix.ext fun i j => (hasDerivAt_matrices hA hv hAv i j).2.deriv
  have hAe : ∀ w : n → E, (expand c fun i => A (w i)) = A (expand c w) := by
    intro w
    simp only [expand, map_sum, map_smul]
  have hsm : ∀ M : Matrix n n ℂ, ((e : ℂ) • M) *ᵥ c = (e : ℂ) • (M *ᵥ c) := by
    intro M
    funext i
    simp only [Matrix.mulVec, dotProduct, Matrix.smul_apply, Pi.smul_apply, smul_eq_mul,
      Finset.mul_sum, mul_assoc]
  have key := first_variation hA e (expand c (v t)) (expand c v')
  -- turn the four matrix forms into inner products of `ψ` and `Σ c_i v_i'`
  rw [derivForm, hH, hS]
  simp only [Matrix.sub_mulVec, hsm, Matrix.add_mulVec, dotProduct_sub, dotProduct_add,
    dotProduct_smul, crossMat_form, hAe v', hAe (v t), smul_eq_mul]
  unfold pulayTerm
  linear_combination key
```

If $Hc=eSc$ and every $v_i'$ lies in the span at $t$, then $\varphi$ does too, and the residual is orthogonal to it.

```lean
/-- For symmetric `A`, real `e`, and `v_i(s)` and `A v_i(s)` differentiable at `t`: if
`H c = e S c` at `t` and every `v_i'` lies in the span of the basis at `t`, then
`cᴴ (H' - e S') c = 0`. -/
theorem pulay_vanishes [Fintype n] {A : E →ₗ[ℂ] E} {v : ℝ → n → E} {v' : n → E} {t : ℝ}
    (hA : A.IsSymmetric) (hv : ∀ i, HasDerivAt (fun s => v s i) (v' i) t)
    (hAv : ∀ i, DifferentiableAt ℝ (fun s => A (v s i)) t) {e : ℝ} {c : n → ℂ}
    (hsec : hamMat A (v t) *ᵥ c = (e : ℂ) • (overlap (v t) *ᵥ c))
    (hspan : ∀ i, v' i ∈ Submodule.span ℂ (Set.range (v t))) :
    derivForm A e c v t = 0 := by
  have hmem : expand c v' ∈ Submodule.span ℂ (Set.range (v t)) := by
    unfold expand
    exact Submodule.sum_mem _ fun i _ => Submodule.smul_mem _ _ (hspan i)
  rw [pulay_identity hA hv hAv, pulayTerm, (secular_iff A e c (v t)).mp hsec _ hmem]
  simp
```

For bounded self-adjoint $A$ on a Hilbert space, continuity supplies the differentiability of $Av_i(s)$.

```lean
variable [IsScalarTower ℝ ℂ E]

/-- For a bounded self-adjoint `A` on a Hilbert space and differentiable `v_i(s)`,
`cᴴ (H' - e S') c` equals the Pulay term, and it is zero if `H c = e S c` and every `v_i'`
lies in the span of the basis. -/
theorem pulay_bounded [Fintype n] [CompleteSpace E] (A : E →L[ℂ] E) (hA : IsSelfAdjoint A)
    {v : ℝ → n → E} {v' : n → E} {t : ℝ}
    (hv : ∀ i, HasDerivAt (fun s => v s i) (v' i) t) (e : ℝ) (c : n → ℂ) :
    derivForm A.toLinearMap e c v t = (pulayTerm A.toLinearMap e c (v t) v' : ℂ) ∧
      (hamMat A.toLinearMap (v t) *ᵥ c = (e : ℂ) • (overlap (v t) *ᵥ c) →
        (∀ i, v' i ∈ Submodule.span ℂ (Set.range (v t))) →
          derivForm A.toLinearMap e c v t = 0) := by
  have hsym : A.toLinearMap.IsSymmetric :=
    ContinuousLinearMap.isSelfAdjoint_iff_isSymmetric.mp hA
  have hAv : ∀ i, DifferentiableAt ℝ (fun s => A.toLinearMap (v s i)) t := by
    intro i
    have h := (A.restrictScalars ℝ).differentiableAt.comp t (hv i).differentiableAt
    exact h
  exact ⟨pulay_identity hsym hv hAv e c, fun h1 h2 => pulay_vanishes hsym hv hAv h1 h2⟩
```

Now let $c(s)$ and $e(s)$ solve the secular equation near $t$, with $c^\dagger Sc=1$ at $t$; their differentiability is assumed, not derived. Then $\langle\psi,A\psi\rangle=e\langle\psi,\psi\rangle$ near $t$, and $\psi'=\varphi+\sum_i c_i'v_i$. Differentiating,
$$e'=2\,\mathrm{Re}\langle\psi',(A-e)\psi\rangle=2\,\mathrm{Re}\langle\varphi,(A-e)\psi\rangle,$$
because $\sum_i c_i'v_i$ lies in the span. In electronic structure this is the basis-motion part of an eigenvalue gradient, here for a fixed linear $A$; an operator that depends on the nuclear positions would add a term from its own derivative.

```lean
/-- For symmetric `A`, and `v_i(s)` and `A v_i(s)` differentiable at `t`: if `c(s)` and real
`e(s)`, differentiable at `t`, solve `H c = e S c` near `t` and `cᴴ S c = 1` at
`t`, then the derivative of `e` at `t` is the Pulay term. -/
theorem eigenvalue_deriv [Fintype n] {A : E →ₗ[ℂ] E} {v : ℝ → n → E} {v' : n → E} {t : ℝ}
    (hA : A.IsSymmetric) (hv : ∀ i, HasDerivAt (fun s => v s i) (v' i) t)
    (hAv : ∀ i, DifferentiableAt ℝ (fun s => A (v s i)) t)
    {c : ℝ → n → ℂ} {c' : n → ℂ} (hc : ∀ i, HasDerivAt (fun s => c s i) (c' i) t)
    {e : ℝ → ℝ} {e' : ℝ} (he : HasDerivAt e e' t)
    (hsec : ∀ᶠ s in 𝓝 t, hamMat A (v s) *ᵥ c s = (e s : ℂ) • (overlap (v s) *ᵥ c s))
    (hnorm : star (c t) ⬝ᵥ (overlap (v t) *ᵥ c t) = 1) :
    e' = pulayTerm A (e t) (c t) (v t) v' := by
  have hexp : ∀ (w : ℝ → n → E) (w' : n → E), (∀ i, HasDerivAt (fun s => w s i) (w' i) t) →
      HasDerivAt (fun s => expand (c s) (w s)) (expand (c t) w' + expand c' (w t)) t := by
    intro w w' hw
    have h1 : ∀ i ∈ (Finset.univ : Finset n),
        HasDerivAt (fun s => c s i • w s i) (c t i • w' i + c' i • w t i) t := by
      intro i _
      have h := (hc i).smul (hw i)
      exact h
    have h2 := HasDerivAt.fun_sum h1
    rw [Finset.sum_add_distrib] at h2
    exact h2
  have hmem : ∀ (d : n → ℂ) (w : n → E), expand d w ∈ Submodule.span ℂ (Set.range w) := by
    intro d w
    unfold expand
    exact Submodule.sum_mem _ fun i _ =>
      Submodule.smul_mem _ _ (Submodule.subset_span ⟨i, rfl⟩)
  have hψ := hexp v v' hv
  have hd : DifferentiableAt ℝ (fun s => A (expand (c s) (v s))) t := by
    have h := (hexp (fun s i => A (v s i)) (fun i => A (v' i))
      (fun i => hasDerivAt_apply hA (hv i) (hAv i))).differentiableAt
    simpa only [expand, map_sum, map_smul] using h
  have hE := hψ.inner ℂ (hasDerivAt_apply hA hψ hd)
  have hprod := he.ofReal_comp.fun_mul (hψ.inner ℂ hψ)
  -- near `t` one has `⟨ψ, A ψ⟩ = e ⟨ψ, ψ⟩`; differentiate both sides
  have heq : (fun s => ⟪expand (c s) (v s), A (expand (c s) (v s))⟫_ℂ) =ᶠ[𝓝 t]
      fun s => (e s : ℂ) * ⟪expand (c s) (v s), expand (c s) (v s)⟫_ℂ := by
    filter_upwards [hsec] with s hs
    have h := (secular_iff A (e s) (c s) (v s)).mp hs _ (hmem (c s) (v s))
    rw [ritzResidual, inner_sub_right, inner_smul_right] at h
    exact sub_eq_zero.mp h
  have huniq := hE.unique (hprod.congr_of_eventuallyEq heq)
  have hvar := first_variation hA (e t) (expand (c t) (v t))
    (expand (c t) v' + expand c' (v t))
  -- the change of the coefficients stays in the span and drops out
  have horth := (secular_iff A (e t) (c t) (v t)).mp hsec.self_of_nhds _ (hmem c' (v t))
  have hsplit : ⟪expand (c t) v' + expand c' (v t),
      ritzResidual A (e t) (expand (c t) (v t))⟫_ℂ
      = ⟪expand (c t) v', ritzResidual A (e t) (expand (c t) (v t))⟫_ℂ := by
    rw [inner_add_left, horth, add_zero]
  rw [hsplit] at hvar
  rw [overlap, crossMat_form] at hnorm
  apply Complex.ofReal_injective
  unfold pulayTerm
  linear_combination hvar - huniq - (e' : ℂ) * hnorm
```

The smallest non-trivial case has one basis vector, $|0\rangle+s\,b$, in a two-level system with $A=\sigma_x$.

```lean
/-- The state space `ℂ²` of a two-level system. -/
abbrev TwoLevel := EuclideanSpace ℂ (Fin 2)

/-- The vector `(1, 0)`. -/
def ket0 : TwoLevel := !₂[1, 0]

/-- The vector `(0, 1)`. -/
def ket1 : TwoLevel := !₂[0, 1]

/-- The operator `|0⟩⟨1| + |1⟩⟨0|` on the two-level system. -/
def sigmaX : TwoLevel →ₗ[ℂ] TwoLevel where
  toFun x := ⟪ket1, x⟫_ℂ • ket0 + ⟪ket0, x⟫_ℂ • ket1
  map_add' x y := by
    simp only [inner_add_right, add_smul]
    abel
  map_smul' r x := by
    simp only [inner_smul_right, RingHom.id_apply, smul_add, mul_smul]

/-- A basis of one vector `|0⟩ + s b` that moves in the direction `b`. -/
def movingBasis (b : TwoLevel) (s : ℝ) : Fin 1 → TwoLevel := fun _ => ket0 + (s : ℂ) • b
```

At $s=0$ one has $H=0$ and $S=1$, so $c=1$, $e=0$ solve the secular equation. The residual is $\sigma_x|0\rangle=|1\rangle$, and the form equals $2\,\mathrm{Re}\langle b|1\rangle$.

```lean
/-- For `A = |0⟩⟨1| + |1⟩⟨0|` and the basis vector `|0⟩ + s b` at `s = 0`, the symmetry and
differentiability conditions hold, `c = 1`, `e = 0` solve the secular equation with residual
`|1⟩`, and `cᴴ (H' - e S') c = 2 Re ⟨b, |1⟩⟩`. -/
theorem twoLevel_witness (b : TwoLevel) :
    sigmaX.IsSymmetric ∧ (∀ i, HasDerivAt (fun s => movingBasis b s i) b 0) ∧
      (∀ i, DifferentiableAt ℝ (fun s => sigmaX (movingBasis b s i)) 0) ∧
      hamMat sigmaX (movingBasis b 0) *ᵥ (fun _ => 1)
        = ((0 : ℝ) : ℂ) • (overlap (movingBasis b 0) *ᵥ fun _ => 1) ∧
      ritzResidual sigmaX 0 (expand (fun _ => 1) (movingBasis b 0)) = ket1 ∧
      derivForm sigmaX 0 (fun _ => 1) (movingBasis b) 0
        = ((2 * (⟪b, ket1⟫_ℂ).re : ℝ) : ℂ) := by
  have h00 : ⟪ket0, ket0⟫_ℂ = 1 := by
    rw [PiLp.inner_apply]
    simp [ket0, Fin.sum_univ_two]
  have h10 : ⟪ket1, ket0⟫_ℂ = 0 := by
    rw [PiLp.inner_apply]
    simp [ket0, ket1, Fin.sum_univ_two]
  have h01 : ⟪ket0, ket1⟫_ℂ = 0 := by
    rw [PiLp.inner_apply]
    simp [ket0, ket1, Fin.sum_univ_two]
  have happ : ∀ x, sigmaX x = ⟪ket1, x⟫_ℂ • ket0 + ⟪ket0, x⟫_ℂ • ket1 := fun _ => rfl
  have hsym : sigmaX.IsSymmetric := by
    intro x y
    simp only [happ, inner_add_left, inner_add_right, inner_smul_left, inner_smul_right,
      inner_conj_symm]
    ring
  have hline : ∀ a d : TwoLevel, HasDerivAt (fun s : ℝ => a + (s : ℂ) • d) d 0 := by
    intro a d
    have h := (((hasDerivAt_id' (0 : ℝ)).ofReal_comp).smul_const d).const_add a
    rw [Complex.ofReal_one, one_smul] at h
    exact h
  have hder : ∀ i, HasDerivAt (fun s => movingBasis b s i) b 0 := fun _ => hline ket0 b
  have hdiff : ∀ i, DifferentiableAt ℝ (fun s => sigmaX (movingBasis b s i)) 0 := by
    intro i
    have h : (fun s : ℝ => sigmaX (movingBasis b s i))
        = fun s : ℝ => sigmaX ket0 + (s : ℂ) • sigmaX b := by
      funext s
      simp only [movingBasis, map_add, map_smul]
    rw [h]
    exact (hline _ _).differentiableAt
  have hexp : ∀ w : Fin 1 → TwoLevel, expand (fun _ => 1) w = w 0 := by
    intro w
    simp only [expand, Fin.sum_univ_one, one_smul]
  have hv0 : ∀ i, movingBasis b 0 i = ket0 := by
    intro i
    simp only [movingBasis, Complex.ofReal_zero, zero_smul, add_zero]
  have hσ : sigmaX ket0 = ket1 := by
    rw [happ, h10, h00, zero_smul, one_smul, zero_add]
  have hres : ritzResidual sigmaX 0 (expand (fun _ => 1) (movingBasis b 0)) = ket1 := by
    rw [hexp, hv0, ritzResidual, hσ, Complex.ofReal_zero, zero_smul, sub_zero]
  refine ⟨hsym, hder, hdiff, ?_, hres, ?_⟩
  · funext i
    simp only [hamMat, overlap, Pi.smul_apply, crossMat_mulVec, hexp, hv0, hσ, h01,
      Complex.ofReal_zero, zero_smul]
  · have h := pulay_identity (v := movingBasis b) (v' := fun _ => b) hsym hder hdiff 0
      (fun _ => 1)
    rw [h, pulayTerm, hres, hexp]
```

For $b=|0\rangle$ the motion stays in the span and the form is $0$. For $b=|1\rangle$ the span condition fails while the other hypotheses hold, and the form is $2$. Directly, $H(s)=2s$ and $S(s)=1+s^2$, so $e(s)=2s/(1+s^2)$ has slope $2$ at $s=0$.

```lean
/-- In the two-level model at `s = 0`, with `c = 1` and `e = 0`, the direction `|0⟩` lies in the
span of the basis and gives `cᴴ (H' - e S') c = 0`, while the direction `|1⟩` lies outside the span
and gives the value `2`. -/
theorem span_condition_witness :
    (ket0 ∈ Submodule.span ℂ (Set.range (movingBasis ket0 0)) ∧
      derivForm sigmaX 0 (fun _ => 1) (movingBasis ket0) 0 = 0) ∧
    (ket1 ∉ Submodule.span ℂ (Set.range (movingBasis ket1 0)) ∧
      derivForm sigmaX 0 (fun _ => 1) (movingBasis ket1) 0 = 2) := by
  have h01 : ⟪ket0, ket1⟫_ℂ = 0 := by
    rw [PiLp.inner_apply]
    simp [ket0, ket1, Fin.sum_univ_two]
  have h11 : ⟪ket1, ket1⟫_ℂ = 1 := by
    rw [PiLp.inner_apply]
    simp [ket1, Fin.sum_univ_two]
  obtain ⟨hsym, hder, hdiff, hsec, -, hval⟩ := twoLevel_witness ket1
  have htwo : derivForm sigmaX 0 (fun _ => 1) (movingBasis ket1) 0 = 2 := by
    rw [hval, h11]
    norm_num
  refine ⟨⟨Submodule.subset_span ⟨0, ?_⟩, ?_⟩, ?_, htwo⟩
  · simp only [movingBasis, Complex.ofReal_zero, zero_smul, add_zero]
  · rw [(twoLevel_witness ket0).2.2.2.2.2, h01]
    norm_num
  · intro hmem
    -- membership in the span would force the form to vanish
    have h := pulay_vanishes (v := movingBasis ket1) (v' := fun _ => ket1) hsym hder hdiff hsec
      (fun _ => hmem)
    rw [htwo] at h
    norm_num at h

end

end PulayTerm
```

```lean
#print axioms PulayTerm.pulay_bounded
#print axioms PulayTerm.eigenvalue_deriv
```

```
'PulayTerm.pulay_bounded' depends on axioms: [propext, Classical.choice, Quot.sound]
'PulayTerm.eigenvalue_deriv' depends on axioms: [propext, Classical.choice, Quot.sound]
```
